# Blue shift and stability limit of a harmonic mode in the Verlet scheme

I give a molecule a weak kick, record its dipole in real time and read the absorption lines from the Fourier transform. In my linear-response model the density oscillation splits into independent harmonic modes, and I step each mode coordinate with the central-difference (Verlet) scheme. A longer run makes the lines narrower but leaves them where they are. A longer time step moves them up in frequency, the high ones most, and at some step the signal explodes. Is the scheme adding energy to my modes all along, or are the shift and the explosion two different things?

## Below $wh=2$ the mode oscillates at too high a frequency

For time steps below the threshold, nothing is pumped up: the computed mode is an undamped oscillation, but at a frequency $W$ above the true one. Let $w>0$ be the true angular frequency, $h>0$ the time step and $q_n$ the amplitude after $n$ steps. The scheme is

$$q_{n+2}-2q_{n+1}+q_n=-(wh)^2q_{n+1},\qquad n\ge 0.$$

Try $\cos(n\theta)$ and $\sin(n\theta)$, with $\theta=Wh$ the phase per step. The addition theorems give

$$\cos((n+2)\theta)+\cos(n\theta)=2\cos\theta\,\cos((n+1)\theta),$$

and likewise for the sine. Both sequences therefore solve the scheme if $2\cos\theta-2=-(wh)^2$. Since $1-\cos\theta=2\sin^2(\theta/2)$, this holds when

$$\sin\frac{Wh}{2}=\frac{wh}{2},\qquad W=\frac2h\arcsin\frac{wh}{2},$$

which needs $wh\le2$.

If $wh<2$, every solution is a linear combination of these two. The values $q_0$ and $q_1$ fix everything that follows, and $a\cos(n\theta)+b\sin(n\theta)$ matches them with $a=q_0$ and $b=(q_1-q_0\cos\theta)/\sin\theta$. The division is allowed because $\sin\theta=2\sin(\theta/2)\cos(\theta/2)=wh\sqrt{1-(wh/2)^2}\neq0$.

For the shift, put $y=Wh/2>0$. Then $\sin y<y$ reads $wh/2<Wh/2$, so $W>w$. Its size follows from

$$\frac{W-w}{h^2}=\frac{2(y-\sin y)}{h^3}=2\,\frac{y-\sin y}{y^3}\left(\frac yh\right)^3\longrightarrow 2\cdot\frac16\cdot\left(\frac w2\right)^3=\frac{w^3}{24}.$$

Here $y/h\to w/2$ because the arcsine has slope 1 at zero, and the first quotient tends to $1/6$ by the Taylor expansion of the sine. The cube of $w$ is why your high lines move most. At $wh=0.2$ the shift is about 0.17 % of $w$.

## From $wh=2$ on, amplitudes can grow without limit

Let $wh\ge2$ and $q_0=0$. The scheme says $q_{n+2}+q_n=-((wh)^2-2)\,q_{n+1}$, with $(wh)^2-2\ge2$. The triangle inequality gives $|q_{n+2}|+|q_n|\ge2|q_{n+1}|$, or

$$|q_{n+2}|-|q_{n+1}|\ge|q_{n+1}|-|q_n|.$$

The increments of $|q_n|$ never decrease, and the first one is $|q_1|$. Hence $|q_n|\ge n|q_1|$, and the choice $q_1=1$ gives an unbounded solution. At $wh=2$ exactly, it is $0,1,-2,3,-4,\dots$, so the growth is linear. For $wh>2$ it is exponential, which the bound does not show and the Lean code does not prove: $q_n=\lambda^n$ solves the scheme if $\lambda^2+((wh)^2-2)\lambda+1=0$, and of the two negative roots, whose product is 1, one lies below $-1$.

Your dipole signal sums the modes. If they all share one time step, the fastest mode in the signal thus limits it: from $wh=2$ on, its growth can swamp the slow lines, although uncoupled slow modes that are still below their own threshold stay bounded. Below the limit, a line found at $W$ can be moved back with $w=(2/h)\sin(Wh/2)$. This correction belongs to the Verlet scheme and should not be applied to spectra from a code that propagates the orbitals with a different integrator.

## What the Lean theorems say

An amplitude record is a function `q : ℕ → ℝ`, and `IsVerlet w h q` says that it obeys the scheme at every step, whatever its initial values. `numFreq w h` is $W$. It has its physical meaning only for $wh\le2$, and the theorems that use it at a fixed time step assume this.

- `isVerlet_iff`: for $w,h>0$ and $wh<2$, a sequence solves the scheme if and only if it is a combination of $\cos(Wnh)$ and $\sin(Wnh)$ with real coefficients.
- `blue_shift`: for $w,h>0$ and $wh\le2$, $w<W$.
- `shift_limit`: for fixed $w>0$, $(W-w)/h^2\to w^3/24$ as $h$ tends to zero from above, written `𝓝[>] 0`. This is a limit, with no error bound at a given $h$.
- `growth` and `exists_unbounded`: for $wh\ge2$, the linear lower bound when $q_0=0$, and a solution that exceeds every constant.

The harmonic mode with constant $w$ is assumed, not derived from the Kohn–Sham equations. Damping, coupling between modes, rounding and the Fourier transform of a finite record do not enter.

```lean
import Mathlib

open Filter Topology

namespace VerletSpectrum

noncomputable section

/-- The central-difference (Verlet) scheme with time step `h` for a harmonic mode of
frequency `w`; `q n` is the amplitude after `n` steps. -/
def IsVerlet (w h : ℝ) (q : ℕ → ℝ) : Prop :=
  ∀ n, q (n + 2) - 2 * q (n + 1) + q n = -(w * h) ^ 2 * q (n + 1)

/-- The numerical frequency `W = (2/h) arcsin (w h / 2)`, for `h > 0` and `0 < w h ≤ 2`. -/
def numFreq (w h : ℝ) : ℝ := 2 / h * Real.arcsin (w * h / 2)

/-- The trajectory generated by the Verlet update from the first two amplitudes `a` and `b`. -/
def trajectory (w h a b : ℝ) : ℕ → ℝ
  | 0 => a
  | 1 => b
  | n + 2 => (2 - (w * h) ^ 2) * trajectory w h a b (n + 1) - trajectory w h a b n

/-- Dispersion relation of the scheme: `sin (W h / 2) = w h / 2` for `w, h > 0` and
`w h ≤ 2`. -/
theorem dispersion {w h : ℝ} (hw : 0 < w) (hh : 0 < h) (hs : w * h ≤ 2) :
    Real.sin (numFreq w h * h / 2) = w * h / 2 := by
  have hx : 0 < w * h := mul_pos hw hh
  have e : numFreq w h * h / 2 = Real.arcsin (w * h / 2) := by
    unfold numFreq
    generalize Real.arcsin (w * h / 2) = y
    field_simp
  rw [e, Real.sin_arcsin (by linarith) (by linarith)]

/-- For `w, h > 0` and `w h ≤ 2`, every combination of the cosine and the sine of frequency
`W`, sampled at the times `n h`, solves the Verlet scheme. -/
theorem modes_isVerlet {w h : ℝ} (hw : 0 < w) (hh : 0 < h) (hs : w * h ≤ 2) (a b : ℝ) :
    IsVerlet w h (fun n => a * Real.cos (numFreq w h * (n * h))
      + b * Real.sin (numFreq w h * (n * h))) := by
  intro n
  have c : Real.cos (numFreq w h * h) = 1 - (w * h) ^ 2 / 2 := by
    have e : numFreq w h * h = 2 * (numFreq w h * h / 2) := by ring
    rw [e, Real.cos_two_mul, Real.cos_sq', dispersion hw hh hs]
    ring
  -- expand the outer two times around the middle one
  have e2 : numFreq w h * (((n + 2 : ℕ) : ℝ) * h)
      = numFreq w h * (((n + 1 : ℕ) : ℝ) * h) + numFreq w h * h := by push_cast; ring
  have e0 : numFreq w h * ((n : ℝ) * h)
      = numFreq w h * (((n + 1 : ℕ) : ℝ) * h) - numFreq w h * h := by push_cast; ring
  beta_reduce
  rw [e2, e0, Real.cos_add, Real.sin_add, Real.cos_sub, Real.sin_sub, c]
  ring

/-- Two Verlet trajectories with the same first two amplitudes agree at all steps. -/
theorem IsVerlet.eq_of_init {w h : ℝ} {p q : ℕ → ℝ} (hp : IsVerlet w h p)
    (hq : IsVerlet w h q) (h0 : p 0 = q 0) (h1 : p 1 = q 1) : ∀ n, p n = q n := by
  have key : ∀ n, p n = q n ∧ p (n + 1) = q (n + 1) := by
    intro n
    induction n with
    | zero => exact ⟨h0, h1⟩
    | succ n ih =>
      refine ⟨ih.2, ?_⟩
      show p (n + 2) = q (n + 2)
      have a := hp n
      have b := hq n
      rw [ih.1, ih.2] at a
      linear_combination a - b
  exact fun n => (key n).1

/-- For `w, h > 0` and `w h < 2`, the solutions of the Verlet scheme are exactly the
combinations of `cos (W n h)` and `sin (W n h)`. -/
theorem isVerlet_iff {w h : ℝ} (hw : 0 < w) (hh : 0 < h) (hs : w * h < 2) (q : ℕ → ℝ) :
    IsVerlet w h q ↔ ∃ a b : ℝ, ∀ n : ℕ, q n = a * Real.cos (numFreq w h * (n * h))
      + b * Real.sin (numFreq w h * (n * h)) := by
  constructor
  · intro hq
    have hx : 0 < w * h := mul_pos hw hh
    -- below the threshold the sine mode does not vanish at the first step
    have hs0 : Real.sin (numFreq w h * h) ≠ 0 := by
      intro h0
      have t := Real.sin_sq_add_cos_sq (numFreq w h * h / 2)
      have e : numFreq w h * h = 2 * (numFreq w h * h / 2) := by ring
      rw [e, Real.sin_two_mul, dispersion hw hh hs.le] at h0
      have c := (mul_eq_zero.1 h0).resolve_left (show 2 * (w * h / 2) ≠ 0 by positivity)
      rw [dispersion hw hh hs.le, c] at t
      nlinarith
    refine ⟨q 0, (q 1 - q 0 * Real.cos (numFreq w h * h)) / Real.sin (numFreq w h * h), ?_⟩
    exact hq.eq_of_init (modes_isVerlet hw hh hs.le _ _) (by simp) (by
      simp only [Nat.cast_one, one_mul]
      rw [div_mul_cancel₀ _ hs0]
      ring)
  · rintro ⟨a, b, hab⟩
    intro n
    simp only [hab]
    exact modes_isVerlet hw hh hs.le a b n

/-- For `w, h > 0` and `w h ≤ 2`, the numerical frequency lies above the true one. -/
theorem blue_shift {w h : ℝ} (hw : 0 < w) (hh : 0 < h) (hs : w * h ≤ 2) :
    w < numFreq w h := by
  have hW : 0 < numFreq w h :=
    mul_pos (by positivity) (Real.arcsin_pos.2 (by positivity))
  have l := Real.sin_lt (show 0 < numFreq w h * h / 2 by positivity)
  rw [dispersion hw hh hs] at l
  exact lt_of_mul_lt_mul_right (by linarith) hh.le

/-- The leading deviation of the sine from its argument:
`(y - sin y) / y^3` tends to `1/6` as `y` tends to zero from above. -/
theorem sin_cubic : Tendsto (fun y : ℝ => (y - Real.sin y) / y ^ 3) (𝓝[>] 0) (𝓝 (1 / 6)) := by
  have lo : Tendsto (fun y : ℝ => 1 / 6 - y) (𝓝[>] 0) (𝓝 (1 / 6)) :=
    (Continuous.tendsto' (by fun_prop) _ _ (by norm_num)).mono_left nhdsWithin_le_nhds
  have hi : Tendsto (fun y : ℝ => 1 / 6 + y) (𝓝[>] 0) (𝓝 (1 / 6)) :=
    (Continuous.tendsto' (by fun_prop) _ _ (by norm_num)).mono_left nhdsWithin_le_nhds
  -- the Taylor remainder of the sine squeezes the quotient
  have bound : ∀ᶠ y : ℝ in 𝓝[>] 0, 1 / 6 - y ≤ (y - Real.sin y) / y ^ 3 ∧
      (y - Real.sin y) / y ^ 3 ≤ 1 / 6 + y := by
    filter_upwards [Ioo_mem_nhdsGT (zero_lt_one' ℝ)] with y hy
    have b := abs_le.1 (Real.sin_bound (by rw [abs_of_pos hy.1]; exact hy.2.le))
    rw [abs_of_pos hy.1] at b
    have p4 := pow_pos hy.1 4
    have p5 : y ^ 5 ≤ y ^ 4 := by nlinarith [mul_pos p4 (sub_pos.2 hy.2)]
    rw [le_div_iff₀ (pow_pos hy.1 3), div_le_iff₀ (pow_pos hy.1 3)]
    constructor <;> nlinarith [b.1, b.2, p4, p5]
  exact tendsto_of_tendsto_of_tendsto_of_le_of_le' lo hi
    (bound.mono fun _ h => h.1) (bound.mono fun _ h => h.2)

/-- For `w > 0`, the frequency error is of second order in the time step:
`(W - w) / h^2` tends to `w^3 / 24` as `h` tends to zero from above. -/
theorem shift_limit {w : ℝ} (hw : 0 < w) :
    Tendsto (fun h => (numFreq w h - w) / h ^ 2) (𝓝[>] 0) (𝓝 (w ^ 3 / 24)) := by
  have hc : Continuous fun h : ℝ => Real.arcsin (w * h / 2) :=
    Real.continuous_arcsin.comp (by fun_prop)
  have hy : Tendsto (fun h : ℝ => Real.arcsin (w * h / 2)) (𝓝[>] 0) (𝓝[>] 0) := by
    refine tendsto_nhdsWithin_iff.2
      ⟨(hc.tendsto' 0 0 (by simp)).mono_left nhdsWithin_le_nhds, ?_⟩
    filter_upwards [self_mem_nhdsWithin] with h hh
    have hp : 0 < h := hh
    exact Real.arcsin_pos.2 (by positivity)
  -- the half phase per step grows like `w h / 2`
  have hd : HasDerivAt (fun h : ℝ => Real.arcsin (w * h / 2)) (w / 2) 0 := by
    have h1 : HasDerivAt (fun h : ℝ => w * h / 2) (w / 2) 0 := by
      simpa using ((hasDerivAt_id (0 : ℝ)).const_mul w).div_const 2
    have h2 : HasDerivAt Real.arcsin 1 (w * 0 / 2) := by
      simpa using Real.hasDerivAt_arcsin (x := 0) (by norm_num) (by norm_num)
    exact (h2.comp (0 : ℝ) h1).congr_deriv (one_mul _)
  have hl := ((sin_cubic.comp hy).mul (hd.tendsto_slope_zero_right.pow 3)).const_mul (2 : ℝ)
  rw [show 2 * (1 / 6 * (w / 2) ^ 3) = w ^ 3 / 24 by ring] at hl
  refine hl.congr' ?_
  filter_upwards [Ioo_mem_nhdsGT (show 0 < 2 / w by positivity)] with h hh
  have h0 : 0 < h := hh.1
  have hx : w * h < 2 := (lt_div_iff₀' hw).1 hh.2
  have hwh : 0 < w * h := mul_pos hw h0
  have hp : 0 < Real.arcsin (w * h / 2) := Real.arcsin_pos.2 (by positivity)
  have hsin := Real.sin_arcsin (x := w * h / 2) (by linarith) (by linarith)
  simp only [Function.comp_apply, smul_eq_mul, zero_add, mul_zero, zero_div,
    Real.arcsin_zero, sub_zero, numFreq]
  rw [hsin]
  generalize Real.arcsin (w * h / 2) = y at hp ⊢
  field_simp

/-- If `w h ≥ 2`, a Verlet trajectory that starts at zero amplitude grows at least linearly:
`|q n| ≥ n |q 1|`. -/
theorem growth {w h : ℝ} (hs : 2 ≤ w * h) {q : ℕ → ℝ} (hq : IsVerlet w h q)
    (h0 : q 0 = 0) (n : ℕ) : n * |q 1| ≤ |q n| := by
  have key : ∀ n : ℕ, n * |q 1| ≤ |q n| ∧ |q n| + |q 1| ≤ |q (n + 1)| := by
    intro n
    induction n with
    | zero => simp [h0]
    | succ n ih =>
      refine ⟨by push_cast; linarith [ih.1, ih.2], ?_⟩
      show |q (n + 1)| + |q 1| ≤ |q (n + 2)|
      have c : 2 ≤ (w * h) ^ 2 - 2 := by nlinarith
      have e : ((w * h) ^ 2 - 2) * q (n + 1) = -(q (n + 2) + q n) := by
        linear_combination hq n
      have t : ((w * h) ^ 2 - 2) * |q (n + 1)| ≤ |q (n + 2)| + |q n| := by
        rw [← abs_of_nonneg (show 0 ≤ (w * h) ^ 2 - 2 by linarith), ← abs_mul, e, abs_neg]
        exact abs_add_le _ _
      have m := mul_le_mul_of_nonneg_right c (abs_nonneg (q (n + 1)))
      linarith [ih.2]
  exact (key n).1

/-- If `w h ≥ 2`, the Verlet scheme has an unbounded solution. -/
theorem exists_unbounded {w h : ℝ} (hs : 2 ≤ w * h) :
    ∃ q, IsVerlet w h q ∧ ∀ C : ℝ, ∃ n, C < |q n| := by
  have hv : IsVerlet w h (trajectory w h 0 1) := by
    intro n
    have e : trajectory w h 0 1 (n + 2) = (2 - (w * h) ^ 2) * trajectory w h 0 1 (n + 1)
      - trajectory w h 0 1 n := rfl
    rw [e]
    ring
  refine ⟨_, hv, fun C => ?_⟩
  obtain ⟨n, hn⟩ := exists_nat_gt C
  have g := growth hs hv rfl n
  rw [show trajectory w h 0 1 1 = 1 from rfl, abs_one, mul_one] at g
  exact ⟨n, hn.trans_le g⟩

end

end VerletSpectrum
```

```lean
#print axioms VerletSpectrum.isVerlet_iff
#print axioms VerletSpectrum.blue_shift
#print axioms VerletSpectrum.shift_limit
#print axioms VerletSpectrum.exists_unbounded
```

```
'VerletSpectrum.isVerlet_iff' depends on axioms: [propext, Classical.choice, Quot.sound]
'VerletSpectrum.blue_shift' depends on axioms: [propext, Classical.choice, Quot.sound]
'VerletSpectrum.shift_limit' depends on axioms: [propext, Classical.choice, Quot.sound]
'VerletSpectrum.exists_unbounded' depends on axioms: [propext, Classical.choice, Quot.sound]
```

## From the formulas to the Lean proofs

`dispersion` is the relation $\sin(Wh/2)=wh/2$. `modes_isVerlet` turns it into $\cos(Wh)=1-(wh)^2/2$ by the double-angle formula, writes the two outer times as the middle time plus or minus one step, and expands; `ring` then finishes the algebra.

`IsVerlet.eq_of_init` shows that two initial values fix a solution. Its induction carries two neighbouring amplitudes at once, because the recursion reaches back two steps. `isVerlet_iff` combines this with the coefficients $a$ and $b$ above. To see that $\sin(Wh)\ne0$, it supposes the contrary: then $\cos(Wh/2)=0$, so $(wh/2)^2=1$, which contradicts $wh<2$.

`blue_shift` is the inequality $\sin y<y$ multiplied out. `sin_cubic` squeezes $(y-\sin y)/y^3$ between $1/6-y$ and $1/6+y$ for $0<y<1$, using a Taylor bound from Mathlib. In `shift_limit`, `hd` is the derivative $w/2$ of $\arcsin(wh/2)$ at $h=0$, which supplies the limit of $y/h$. The product of the two quotients from the derivation, with its factors, is then identified with $(W-w)/h^2$ for $0<h<2/w$, which is enough for a limit at zero.

`growth` proves two statements together by induction: $n|q_1|\le|q_n|$, and that the next increment of $|q_n|$ is at least $|q_1|$. The triangle inequality enters as `abs_add_le`. Finally, `exists_unbounded` takes `trajectory w h 0 1`, the recursion started from 0 and 1, and for each constant $C$ picks a step number $n>C$.
